# Flux conservation for coupled open channels on a line with Hermitian coupling

Add up the bare intensities $|r_j|^2+|t_j|^2$ from a multichannel scattering calculation and the total need not be one, even if every amplitude is correct. For particles with one constant mass in all channels and on both sides, the flux of a plane wave is proportional to its wavenumber times its intensity, so the sum must be weighted by wavenumber. For a unit wave incident from the left in channel $c$, with Hermitian coupling and plane waves on both sides, the weighted law is

$$\sum_j\left(k_j|r_j|^2+q_j|t_j|^2\right)=k_c .$$

Here $k_j$ and $q_j$ are the wavenumbers on the left and right, and $r_j$ and $t_j$ are the reflected and transmitted amplitudes. Equal wavenumbers on the two sides are the case $q=k$.

## Channels, waves and flux

The channels are labelled by a finite type `ι`.

In Lean 4 with Mathlib:

```lean
import Mathlib

open Matrix Complex Filter Topology

namespace MultichannelFlux

noncomputable section

variable {ι : Type*} [Fintype ι]
```

The channel vector $\psi(x)$ obeys $\psi''=W(x)\psi$. For particles of mass $m$ at energy $E$, $W=(2m/\hbar^2)(V-E)$, where the matrix $V$ contains the potentials, couplings and thresholds. `IsSolution` carries $\psi'$ as a separate function and requires both derivatives at every real $x$. This excludes delta potentials and, in general, sharp steps, where $\psi''$ fails to exist.

```lean
/-- The coupled-channel equation `ψ'' = W(x) ψ` on the whole line, with `ψ'` the derivative
of the channel vector `ψ`. -/
structure IsSolution (W : ℝ → Matrix ι ι ℂ) (ψ ψ' : ℝ → ι → ℂ) : Prop where
  first : ∀ x j, HasDerivAt (fun y => ψ y j) (ψ' x j) x
  second : ∀ x j, HasDerivAt (fun y => ψ' y j) ((W x *ᵥ ψ x) j) x
```

For two solutions $\psi$ and $\chi$, the flux form is $F=\sum_j(\psi_j^*\chi_j'-\psi_j'^*\chi_j)$. When $\chi=\psi$, it is $2i$ times the probability current in units of $\hbar/m$.

```lean
/-- The flux form `∑ⱼ (ψⱼ* χⱼ' - ψⱼ'* χⱼ)` of two channel vectors. -/
def fluxForm (ψ ψ' χ χ' : ℝ → ι → ℂ) (x : ℝ) : ℂ :=
  ∑ j, (star (ψ x j) * χ' x j - star (ψ' x j) * χ x j)
```

In one channel, a wave with amplitudes $A$ and $B$ is $Ae^{ikx}+Be^{-ikx}$.

```lean
/-- The superposition `A exp(ikx) + B exp(-ikx)` of plane waves with wavenumbers `k` and `-k`. -/
def wave (k : ℝ) (A B : ℂ) (x : ℝ) : ℂ :=
  A * Complex.exp (I * k * x) + B * Complex.exp (-(I * k * x))
```

Its slope has a relative minus sign.

```lean
/-- The slope `ik (A exp(ikx) - B exp(-ikx))` of such a superposition. -/
def waveSlope (k : ℝ) (A B : ℂ) (x : ℝ) : ℂ :=
  I * k * (A * Complex.exp (I * k * x) - B * Complex.exp (-(I * k * x)))
```

The scattering conditions hold exactly for $x<a$ and $x>b$. They are assumed, as is the existence of the solution. All wavenumbers are real, so exponentially decaying closed channels are not covered. Positive wavenumbers give "incident", "reflected" and "transmitted" their usual meaning, but the conservation identity itself holds for either sign.

```lean
/-- For positive wavenumbers, a unit wave comes in from the left in channel `c`; `r` and `t` are the
reflected and transmitted amplitudes, `k` and `q` the wavenumbers on the left and on the right. -/
structure IncidentFromLeft [DecidableEq ι] (k q : ι → ℝ) (a b : ℝ) (c : ι)
    (ψ : ℝ → ι → ℂ) (r t : ι → ℂ) : Prop where
  left : ∀ x < a, ∀ j, ψ x j = (if j = c then 1 else 0) * Complex.exp (I * k j * x)
    + r j * Complex.exp (-(I * k j * x))
  right : ∀ x > b, ∀ j, ψ x j = t j * Complex.exp (I * q j * x)
```

## (a) The rate of change of the flux form

**Task.** Differentiate $F$ for an arbitrary coupling matrix.

**Solution.** The product rule gives

$$F'=\sum_j\left[\psi_j'^*\chi_j'+\psi_j^*(W\chi)_j-(W\psi)_j^*\chi_j-\psi_j'^*\chi_j'\right].$$

The first and last terms cancel, leaving

$$F'=\psi^\dagger W\chi-(W\psi)^\dagger\chi=\psi^\dagger(W-W^\dagger)\chi .$$

An anti-Hermitian part of $W$, which models absorption or gain, can therefore act as a sink or source of flux. In the proof, `h` is the channelwise product rule and `e` moves $W$ across the inner product.

```lean
/-- For any coupling matrix, the flux form of two solutions changes at the rate
`ψ† (W - W†) χ`. -/
theorem hasDerivAt_fluxForm {W : ℝ → Matrix ι ι ℂ} {ψ ψ' χ χ' : ℝ → ι → ℂ}
    (hψ : IsSolution W ψ ψ') (hχ : IsSolution W χ χ') (x : ℝ) :
    HasDerivAt (fluxForm ψ ψ' χ χ') (star (ψ x) ⬝ᵥ ((W x - (W x)ᴴ) *ᵥ χ x)) x := by
  -- the products of first derivatives cancel channel by channel
  have h : HasDerivAt (fun y => ∑ j, (star (ψ y j) * χ' y j - star (ψ' y j) * χ y j))
      (∑ j, (star (ψ x j) * (W x *ᵥ χ x) j - star ((W x *ᵥ ψ x) j) * χ x j)) x :=
    HasDerivAt.fun_sum fun j _ =>
      (((hψ.first x j).star.fun_mul (hχ.second x j)).fun_sub
        ((hψ.second x j).star.fun_mul (hχ.first x j))).congr_deriv (by ring)
  have e : star (ψ x) ⬝ᵥ ((W x - (W x)ᴴ) *ᵥ χ x)
      = star (ψ x) ⬝ᵥ (W x *ᵥ χ x) - star (W x *ᵥ ψ x) ⬝ᵥ χ x := by
    rw [Matrix.sub_mulVec, dotProduct_sub, Matrix.star_mulVec, ← Matrix.dotProduct_mulVec]
  refine HasDerivAt.congr_deriv h ?_
  rw [e]
  simp only [dotProduct, Pi.star_apply, Finset.sum_sub_distrib]
```

## (b) Constancy for Hermitian coupling

**Task.** Show that $F$ has the same value at any two points if $W(x)=W(x)^\dagger$ for every $x$.

**Solution.** Part (a) gives $F'=\psi^\dagger 0\,\chi=0$ on the whole line. A differentiable function with zero derivative everywhere is constant, which is the lemma `is_const_of_deriv_eq_zero`.

```lean
/-- For a Hermitian coupling matrix the flux form of two solutions is the same at all points. -/
theorem fluxForm_const {W : ℝ → Matrix ι ι ℂ} (hW : ∀ x, (W x).IsHermitian)
    {ψ ψ' χ χ' : ℝ → ι → ℂ} (hψ : IsSolution W ψ ψ') (hχ : IsSolution W χ χ') (x y : ℝ) :
    fluxForm ψ ψ' χ χ' x = fluxForm ψ ψ' χ χ' y := by
  refine is_const_of_deriv_eq_zero
    (fun z => (hasDerivAt_fluxForm hψ hχ z).differentiableAt) (fun z => ?_) x y
  rw [(hasDerivAt_fluxForm hψ hχ z).deriv, (hW z).eq, sub_self, Matrix.zero_mulVec,
    dotProduct_zero]
```

## (c) The slope of a plane-wave superposition

**Task.** Differentiate $Ae^{ikx}+Be^{-ikx}$.

**Solution.** The exponentials contribute factors $ik$ and $-ik$, so the derivative is $ik(Ae^{ikx}-Be^{-ikx})$. The proof applies the chain rule to each exponential and adds the results.

```lean
/-- The derivative of a superposition of plane waves is its slope function. -/
theorem hasDerivAt_wave (k : ℝ) (A B : ℂ) (x : ℝ) :
    HasDerivAt (wave k A B) (waveSlope k A B x) x := by
  have hid : HasDerivAt (fun y : ℝ => (y : ℂ)) 1 x := by
    simpa using (hasDerivAt_id x).ofReal_comp
  have h0 : HasDerivAt (fun y : ℝ => I * k * (y : ℂ)) (I * k) x :=
    (hid.const_mul (I * (k : ℂ))).congr_deriv (mul_one _)
  exact ((h0.cexp.const_mul A).fun_add (h0.fun_neg.cexp.const_mul B)).congr_deriv
    (by unfold waveSlope; ring)
```

## (d) Flux of two superpositions in one channel

**Task.** Evaluate the flux form for waves with amplitudes $(A,B)$ and $(C,D)$ and the same real $k$.

**Solution.** Write $e=e^{ikx}$, so that $e^*=e^{-1}$. The two contributions are

$$ik(A^*e^{-1}+B^*e)(Ce-De^{-1})=ik(A^*C-A^*De^{-2}+B^*Ce^2-B^*D),$$

$$ik(A^*e^{-1}-B^*e)(Ce+De^{-1})=ik(A^*C+A^*De^{-2}-B^*Ce^2-B^*D).$$

The oscillating terms cancel in the sum, which is $2ik(A^*C-B^*D)$. In the proof, `h1` and `h2` conjugate the exponentials, and `he` states that their product is one.

```lean
/-- In one channel, the flux form of two plane-wave superpositions is
`2ik (A* C - B* D)`, independent of position. -/
theorem flux_wave (k : ℝ) (A B C D : ℂ) (x : ℝ) :
    star (wave k A B x) * waveSlope k C D x - star (waveSlope k A B x) * wave k C D x
      = 2 * I * (k * (star A * C - star B * D)) := by
  have h1 : star (Complex.exp (I * k * x)) = Complex.exp (-(I * k * x)) := by
    rw [Complex.star_def, ← Complex.exp_conj]
    congr 1
    simp
  have h2 : star (Complex.exp (-(I * k * x))) = Complex.exp (I * k * x) := by
    rw [← h1, star_star]
  have hI : star I = -I := Complex.conj_I
  have hk : star (k : ℂ) = k := Complex.conj_ofReal k
  have he : Complex.exp (I * k * x) * Complex.exp (-(I * k * x)) = 1 := by
    rw [← Complex.exp_add, add_neg_cancel, Complex.exp_zero]
  simp only [wave, waveSlope, star_add, star_sub, star_mul', h1, h2, hI, hk]
  linear_combination (2 * I * k * (star A * C - star B * D)) * he
```

## (e) Flux in a plane-wave region

**Task.** Find $F(x)$ when both solutions are plane waves in every channel near $x$.

**Solution.** Agreement on a neighbourhood, written `∀ᶠ y in 𝓝 x`, fixes the derivatives as well as the values. By (c), $\psi_j'$ and $\chi_j'$ are the corresponding slopes; these are `d₁` and `d₂`, obtained from uniqueness of derivatives. Summing (d) over channels gives

$$F(x)=2i\sum_j k_j(A_j^*C_j-B_j^*D_j).$$

```lean
/-- Where two solutions are plane waves in every channel, their flux form is
`2i ∑ⱼ kⱼ (Aⱼ* Cⱼ - Bⱼ* Dⱼ)`. -/
theorem fluxForm_of_waves {W : ℝ → Matrix ι ι ℂ} {ψ ψ' χ χ' : ℝ → ι → ℂ}
    (hψ : IsSolution W ψ ψ') (hχ : IsSolution W χ χ') (k : ι → ℝ) (A B C D : ι → ℂ) (x : ℝ)
    (h₁ : ∀ᶠ y in 𝓝 x, ∀ j, ψ y j = wave (k j) (A j) (B j) y)
    (h₂ : ∀ᶠ y in 𝓝 x, ∀ j, χ y j = wave (k j) (C j) (D j) y) :
    fluxForm ψ ψ' χ χ' x
      = 2 * I * ∑ j, (k j : ℂ) * (star (A j) * C j - star (B j) * D j) := by
  unfold fluxForm
  rw [Finset.mul_sum]
  refine Finset.sum_congr rfl fun j _ => ?_
  -- the wave form near `x` also fixes the derivatives there
  have d₁ : ψ' x j = waveSlope (k j) (A j) (B j) x := (hψ.first x j).unique
    ((hasDerivAt_wave _ _ _ x).congr_of_eventuallyEq (h₁.mono fun y hy => hy j))
  have d₂ : χ' x j = waveSlope (k j) (C j) (D j) x := (hχ.first x j).unique
    ((hasDerivAt_wave _ _ _ x).congr_of_eventuallyEq (h₂.mono fun y hy => hy j))
  rw [d₁, d₂, h₁.self_of_nhds j, h₂.self_of_nhds j, flux_wave]
```

## (f) Orthogonality of outgoing amplitudes

**Task.** Compare solutions of the same equation with unit waves incident from the left in channels $c$ and $d$. Their amplitudes are $(r,t)$ and $(r',t')$; on amplitudes, the prime labels the second solution.

**Solution.** At $a-1$, part (e) applies with $A_j=\delta_{jc}$, $B_j=r_j$, $C_j=\delta_{jd}$ and $D_j=r'_j$. At $b+1$, only the transmitted waves remain. By (b) the two values agree:

$$2i\left[k_c\delta_{cd}-\sum_jk_jr_j^*r'_j\right]=2i\sum_jq_jt_j^*t'_j .$$

Cancelling $2i$ and rearranging gives

$$\sum_j(k_jr_j^*r'_j+q_jt_j^*t'_j)=k_c\delta_{cd}.$$

For positive wavenumbers, the vectors with entries $\sqrt{k_j/k_c}\,r_j$ and $\sqrt{q_j/k_c}\,t_j$, each normalised by its own incident wavenumber, are orthonormal. They are the left-incidence columns of the scattering matrix; incidence from the right is not treated. In the proof, `hs` evaluates the sum over the two Kronecker deltas.

```lean
/-- For Hermitian coupling, two solutions of the same equation with unit waves incident from the
left in channels `c` and `d` have flux-weighted outgoing amplitudes with overlap `k_c` if `c = d`
and zero otherwise. -/
theorem outgoing_orthogonality [DecidableEq ι] {W : ℝ → Matrix ι ι ℂ}
    (hW : ∀ x, (W x).IsHermitian) {ψ ψ' χ χ' : ℝ → ι → ℂ}
    (hψ : IsSolution W ψ ψ') (hχ : IsSolution W χ χ') {k q : ι → ℝ} {a b : ℝ} {c d : ι}
    {r t r' t' : ι → ℂ} (sψ : IncidentFromLeft k q a b c ψ r t)
    (sχ : IncidentFromLeft k q a b d χ r' t') :
    ∑ j, ((k j : ℂ) * (star (r j) * r' j) + (q j : ℂ) * (star (t j) * t' j))
      = if c = d then (k c : ℂ) else 0 := by
  have hl : a - 1 < a := by linarith
  have hr : b < b + 1 := by linarith
  have h := fluxForm_const hW hψ hχ (a - 1) (b + 1)
  -- evaluate the conserved form once on each side of the interaction region
  rw [fluxForm_of_waves hψ hχ k (fun j => if j = c then 1 else 0) r
      (fun j => if j = d then 1 else 0) r' (a - 1)
      (by filter_upwards [Iio_mem_nhds hl] with y hy using sψ.left y hy)
      (by filter_upwards [Iio_mem_nhds hl] with y hy using sχ.left y hy),
    fluxForm_of_waves hψ hχ q t (fun _ => 0) t' (fun _ => 0) (b + 1)
      (by filter_upwards [Ioi_mem_nhds hr] with y hy j
          rw [sψ.right y hy j, wave, zero_mul, add_zero])
      (by filter_upwards [Ioi_mem_nhds hr] with y hy j
          rw [sχ.right y hy j, wave, zero_mul, add_zero])] at h
  have h' := mul_left_cancel₀ (mul_ne_zero two_ne_zero Complex.I_ne_zero) h
  have hs : ∑ j, (k j : ℂ) * (star (if j = c then (1 : ℂ) else 0) * (if j = d then 1 else 0))
      = if c = d then (k c : ℂ) else 0 := by
    rw [Finset.sum_eq_single c]
    · by_cases hcd : c = d <;> simp [hcd]
    · intro j _ hj
      simp [hj]
    · simp
  simp only [mul_sub, Finset.sum_sub_distrib, mul_zero, sub_zero] at h'
  rw [Finset.sum_add_distrib, ← hs]
  linear_combination -h'
```

## (g) Conservation of flux

**Task.** Derive the weighted sum rule for one solution.

**Solution.** Take both solutions in (f) to be the same. Then $d=c$, $r'=r$ and $t'=t$, and $z^*z=|z|^2$ gives

$$\sum_j(k_j|r_j|^2+q_j|t_j|^2)=k_c .$$

The last proof step passes from this complex equation to the real one. For positive wavenumbers, the channel probabilities are $k_j|r_j|^2/k_c$ and $q_j|t_j|^2/k_c$, with total one.

For the equation and scattering conditions assumed here, with Hermitian coupling, exact amplitudes satisfy this sum. A departure therefore shows that the computed amplitudes are not exact, although agreement does not establish that the individual amplitudes are right.

```lean
/-- Multichannel flux conservation: for Hermitian coupling and a unit wave incident from the left in
channel `c`, `∑ⱼ (kⱼ |rⱼ|² + qⱼ |tⱼ|²) = k_c`. -/
theorem flux_conservation [DecidableEq ι] {W : ℝ → Matrix ι ι ℂ}
    (hW : ∀ x, (W x).IsHermitian) {ψ ψ' : ℝ → ι → ℂ} (hψ : IsSolution W ψ ψ')
    {k q : ι → ℝ} {a b : ℝ} {c : ι} {r t : ι → ℂ} (s : IncidentFromLeft k q a b c ψ r t) :
    ∑ j, (k j * ‖r j‖ ^ 2 + q j * ‖t j‖ ^ 2) = k c := by
  have h := outgoing_orthogonality hW hψ hψ s s
  rw [if_pos rfl] at h
  simp only [Complex.star_def, Complex.conj_mul'] at h
  exact_mod_cast h
```

## (h) A bound on transmission

**Task.** Bound $|t_j|^2$ when all wavenumbers are positive.

**Solution.** Every term in (g) is now nonnegative, so no single term exceeds the total. Hence $q_j|t_j|^2\le k_c$, and division by $q_j>0$ gives $|t_j|^2\le k_c/q_j$. This bound exceeds one when $q_j<k_c$, so a transmitted intensity above one is not by itself a violation of flux conservation. `Finset.single_le_sum` supplies the comparison of one term with the sum.

```lean
/-- For Hermitian coupling, positive wavenumbers and a unit wave incident from the left in channel
`c`, the transmitted intensity in channel `j` is at most `k_c / qⱼ`. -/
theorem transmission_bound [DecidableEq ι] {W : ℝ → Matrix ι ι ℂ}
    (hW : ∀ x, (W x).IsHermitian) {ψ ψ' : ℝ → ι → ℂ} (hψ : IsSolution W ψ ψ')
    {k q : ι → ℝ} (hk : ∀ j, 0 < k j) (hq : ∀ j, 0 < q j) {a b : ℝ} {c : ι} {r t : ι → ℂ}
    (s : IncidentFromLeft k q a b c ψ r t) (j : ι) : ‖t j‖ ^ 2 ≤ k c / q j := by
  have hn : ∀ i, 0 ≤ k i * ‖r i‖ ^ 2 := fun i => mul_nonneg (hk i).le (sq_nonneg _)
  have hm : ∀ i, 0 ≤ q i * ‖t i‖ ^ 2 := fun i => mul_nonneg (hq i).le (sq_nonneg _)
  have h := Finset.single_le_sum (f := fun i => k i * ‖r i‖ ^ 2 + q i * ‖t i‖ ^ 2)
    (fun i _ => add_nonneg (hn i) (hm i)) (Finset.mem_univ j)
  rw [flux_conservation hW hψ s] at h
  rw [le_div_iff₀ (hq j)]
  linarith [hn j]

end

end MultichannelFlux
```

```lean
#print axioms MultichannelFlux.flux_conservation
#print axioms MultichannelFlux.transmission_bound
```

```
'MultichannelFlux.flux_conservation' depends on axioms: [propext, Classical.choice, Quot.sound]
'MultichannelFlux.transmission_bound' depends on axioms: [propext, Classical.choice, Quot.sound]
```
